# The inversions of an orbital reordering and of the same reordering followed by reversal add up to n(n−1)/2

Take a finite number n of orbitals on a line and a permutation `g` that reorders them; an inversion is a pair i < j with g(j) < g(i). The theorem says that the inversions of `g`, added to those of `g` followed by reversal of the whole line, number n(n−1)/2. This is pure counting, with no Hamiltonian or wavefunction in it. The proof first shows that there are n(n−1)/2 pairs i < j, then writes each count as a sum of zeros and ones and compares the sums pair by pair, since each pair is inverted by exactly one of the two reorderings.

In Lean, a first try:

```lean
import Mathlib

open Equiv

namespace InversionsAddReversed

variable {n : ℕ}

/-- The pairs of orbitals `i < j` whose order on the line is reversed by `g`. -/
def inversionSet (g : Perm (Fin n)) : Finset (Fin n × Fin n) :=
  Finset.univ.filter fun p => p.1 < p.2 ∧ g p.2 < g p.1

/-- The number of inversions of the orbital reordering `g`. -/
def inversions (g : Perm (Fin n)) : ℕ := (inversionSet g).card

/-- The inversions of `g` and of `g` followed by reversal add up to `n(n-1)/2`. -/
theorem inversions_add_reversed (g : Perm (Fin n)) :
    inversions g + inversions (Fin.revPerm * g) = n * (n - 1) / 2 := by
  have inner : ∀ j : Fin n, (∑ i : Fin n, if i < j then 1 else 0) = (j : ℕ) := by
    intro j
    have e : (Finset.univ.filter fun i : Fin n => i < j) = Finset.Iio j := by
      ext i
      simp
    rw [← Finset.card_filter, e, Fin.card_Iio]
  have pairs : (Finset.univ.filter fun p : Fin n × Fin n => p.1 < p.2).card
      = n * (n - 1) / 2 := by
    rw [Finset.card_filter, Fintype.sum_prod_type_right]
    simp only [inner]
    exact (Fin.sum_univ_eq_sum_range (fun i => i) n).trans (Finset.sum_range_id n)
  rw [← pairs]
  simp only [inversions, inversionSet, Finset.card_filter]
  rw [← Finset.sum_add_distrib]
  refine Finset.sum_congr rfl ?_
  -- each pair is inverted by exactly one of the two reorderings
  rintro ⟨a, b⟩ _
  have hr : (Fin.revPerm * g) b < (Fin.revPerm * g) a ↔ g a < g b := by
    simp only [Perm.mul_apply, Fin.revPerm_apply, Fin.rev_lt_rev]
  simp only [hr]
  by_cases hab : a < b
  · rcases lt_or_gt_of_ne (fun e => hab.ne (g.injective e) : g a ≠ g b) with h | h
    · simp [hab, h, lt_asymm h]
    · simp [hab, h, lt_asymm h]
  · simp [hab]

end InversionsAddReversed
```

Messages:

```
Main.lean:36:12: error: Function expected at
  Fin.revPerm * g
but this term has type
  ?m.181

Note: Expected a function because this term is being applied to the argument
  b
Main.lean:36:34: error: Function expected at
  Fin.revPerm * g
but this term has type
  ?m.187

Note: Expected a function because this term is being applied to the argument
  a
Main.lean:18:69: error: unsolved goals
n : ℕ
g : Perm (Fin n)
inner : ∀ (j : Fin n), (∑ i, if i < j then 1 else 0) = ↑j
pairs : {p | p.1 < p.2}.card = n * (n - 1) / 2
a b : Fin n
a✝ : (a, b) ∈ Finset.univ
⊢ ((if (a, b).1 < (a, b).2 ∧ g (a, b).2 < g (a, b).1 then 1 else 0) +
      if (a, b).1 < (a, b).2 ∧ (Fin.revPerm * g) (a, b).2 < (Fin.revPerm * g) (a, b).1 then 1 else 0) =
    if (a, b).1 < (a, b).2 then 1 else 0
```

The mended proof, as a diff:

```diff
@@ -34,11 +34,11 @@
   -- each pair is inverted by exactly one of the two reorderings
   rintro ⟨a, b⟩ _
-  have hr : (Fin.revPerm * g) b < (Fin.revPerm * g) a ↔ g a < g b := by
+  have hr : (Fin.revPerm * g : Perm (Fin n)) b < (Fin.revPerm * g : Perm (Fin n)) a
+      ↔ g a < g b := by
     simp only [Perm.mul_apply, Fin.revPerm_apply, Fin.rev_lt_rev]
   simp only [hr]
   by_cases hab : a < b
-  · rcases lt_or_gt_of_ne (fun e => hab.ne (g.injective e) : g a ≠ g b) with h | h
-    · simp [hab, h, lt_asymm h]
-    · simp [hab, h, lt_asymm h]
+  · rcases lt_or_gt_of_ne (fun e => hab.ne (g.injective e) : g a ≠ g b) with h | h <;>
+      simp [hab, h, lt_asymm h]
   · simp [hab]
 
```

Cause. The first two messages concern the statement of `hr`, where `Fin.revPerm * g` is applied to `b` and to `a`. To read this as an application, Lean must know that the product is a permutation, which can be used as a function. But the product's type was still an unknown, `?m.181` or `?m.187`, when Lean needed it, so Lean found no function there. In the theorem's own statement the same product gives no trouble, because `inversions` expects a `Perm (Fin n)`.

The third message follows from these errors. The proof stopped at `hr`, and the goal shown is the one left after `rintro`, with the later steps not carried out.

The repair writes `(Fin.revPerm * g : Perm (Fin n))` in both places, which gives the product its type before it is applied. The other change, joining two identical `simp` branches with `<;>`, is mere tidying.
